# A sharp bound on the turnover-rate error from bounded energy errors in a catalytic-cycle model

Suppose every energy in a computed catalytic cycle is known to within some tolerance d. Without a rule for passing this tolerance on to the rate, the error bar can go wrong in two ways. If the rate is treated as inheriting the error of one energy, the bar is too narrow, because a barrier is a difference of two energies and both can be wrong. If the errors of all states are added up, the bar grows with the length of the mechanism, although the worst case does not. The problems below find the worst case for one rate formula, in which the prefactor and the pair corrections are taken as exact, and determine which errors produce it.

## The cycle and its rate

A cycle has finitely many transition states with energies Tᵢ and finitely many intermediates with energies Iⱼ. In applications to reaction rates these are free energies. Let b be the inverse thermal energy. Define the kinetic resistance R and the turnover rate r by

R(T, I) = Σᵢⱼ exp(b(Tᵢ − Iⱼ) + gᵢⱼ)

r(T, I) = C / R(T, I)

The sum runs over all pairs of one transition state and one intermediate. The number gᵢⱼ is a dimensionless correction for the pair. It can hold, for example, the reaction free energy in thermal units, which enters or not according to the order of the two states in the cycle. The prefactor C stands for the attempt frequency and the overall driving force, and C > 0 means that the cycle runs forward.

The formula for r is postulated here, not derived from rate equations. Since C, b and gᵢⱼ stay fixed while the energies vary, the results describe errors at one temperature and with the overall reaction energy held fixed.

In Lean the index types `ι` and `κ` label the transition states and the intermediates. The energies are functions `T : ι → ℝ` and `I : κ → ℝ`, and the corrections are `g : ι → κ → ℝ`. All quantities are real numbers, so the units have been chosen beforehand.

```lean
import Mathlib

open Real

namespace TurnoverErrorPropagation

noncomputable section

variable {ι κ : Type*} [Fintype ι] [Fintype κ]
```

A pair (i, j) is a single index `p : ι × κ`, with `p.1` for i and `p.2` for j.

```lean
/-- Kinetic resistance of a catalytic cycle: the sum over all pairs of a transition state
(energy `T i`) and an intermediate (energy `I j`) of `exp (b (T i - I j) + g i j)`. -/
def resistance (b : ℝ) (g : ι → κ → ℝ) (T : ι → ℝ) (I : κ → ℝ) : ℝ :=
  ∑ p : ι × κ, exp (b * (T p.1 - I p.2) + g p.1 p.2)
```

The rate is the quotient, with the same arguments and the prefactor in front.

```lean
/-- Turnover rate of the cycle: the prefactor `C` divided by the kinetic resistance, for
nonempty sets of transition states and intermediates. -/
def turnover (C b : ℝ) (g : ι → κ → ℝ) (T : ι → ℝ) (I : κ → ℝ) : ℝ :=
  C / resistance b g T I
```

## (a) Moving the two groups of states rigidly

Add a to every transition-state energy and c to every intermediate energy. Show that the resistance is only rescaled:

R(T + a, I + c) = exp(b(a − c)) · R(T, I)

**Solution.** The exponent of the pair (i, j) becomes

b((Tᵢ + a) − (Iⱼ + c)) + gᵢⱼ = b(a − c) + [b(Tᵢ − Iⱼ) + gᵢⱼ]

The first term on the right is the same for every pair. Its exponential is therefore a common factor of all terms, and it comes out of the sum.

The Lean proof goes the other way and moves the factor into the sum with `Finset.mul_sum`. It then compares the sums pair by pair, and `Real.exp_add` merges the two exponentials. The statement holds for any real b, a and c.

```lean
/-- Shifting all transition states by `a` and all intermediates by `c` multiplies the
kinetic resistance by `exp (b (a - c))`. -/
theorem resistance_shift (b : ℝ) (g : ι → κ → ℝ) (T : ι → ℝ) (I : κ → ℝ) (a c : ℝ) :
    resistance b g (fun i => T i + a) (fun j => I j + c)
      = exp (b * (a - c)) * resistance b g T I := by
  unfold resistance
  rw [Finset.mul_sum]
  refine Finset.sum_congr rfl fun p _ => ?_
  rw [← Real.exp_add]
  congr 1
  ring
```

## (b) The zero of energy

Add the same amount a to all energies, of transition states and intermediates alike. Show that the rate does not notice:

r(T + a, I + a) = r(T, I)

**Solution.** Put c = a in part (a). The factor is exp(0) = 1, so R is unchanged, and so is r = C/R.

Physically, the rate does not depend on where the zero of energy is placed. A systematic error shared equally by all states of the cycle also cancels.

```lean
/-- A common shift of all transition-state and intermediate energies leaves the turnover
rate unchanged. -/
theorem turnover_common_shift (C b : ℝ) (g : ι → κ → ℝ) (T : ι → ℝ) (I : κ → ℝ) (a : ℝ) :
    turnover C b g (fun i => T i + a) (fun j => I j + a) = turnover C b g T I := by
  unfold turnover
  rw [resistance_shift, sub_self, mul_zero, Real.exp_zero, one_mul]
```

## (c) The growth of a single term

Let x be the energy difference of one pair before a change and x′ the difference after it, and let y be the pair's correction. Assume b > 0 and x′ − x ≤ s. Show that

exp(bx′ + y) ≤ exp(bs) · exp(bx + y)

**Solution.** Multiplying x′ − x ≤ s by the positive number b gives bx′ ≤ bx + bs. Add y to both sides and take exponentials, which preserves the order:

exp(bx′ + y) ≤ exp(bs + bx + y) = exp(bs) · exp(bx + y)

In `term_le` these steps appear in reverse. The product on the right is merged into one exponential, `Real.exp_le_exp` reduces the claim to the exponents, and the hypothesis multiplied by b settles it. The number s may have either sign.

```lean
/-- If the energy difference between a transition state and an intermediate rises by at most
`s`, its term in the resistance grows at most by the factor `exp (b s)`, for `b > 0`. -/
theorem term_le {b : ℝ} (hb : 0 < b) {x x' s : ℝ} (y : ℝ) (h : x' - x ≤ s) :
    exp (b * x' + y) ≤ exp (b * s) * exp (b * x + y) := by
  rw [← Real.exp_add]
  apply Real.exp_le_exp.mpr
  have := mul_le_mul_of_nonneg_left h hb.le
  linarith [mul_sub b x' x]
```

## (d) The sign of the resistance

Assume that there is at least one transition state and at least one intermediate. Show that

R(T, I) > 0

**Solution.** Every term is an exponential and hence positive. There is at least one pair, so the sum has at least one term and is positive.

The two `Nonempty` assumptions enter the file here and remain in force for all later parts. The smallest case they allow is one transition state and one intermediate, where R is a single exponential.

```lean
variable [Nonempty ι] [Nonempty κ]

/-- With at least one transition state and one intermediate, the kinetic resistance is
positive. -/
theorem resistance_pos (b : ℝ) (g : ι → κ → ℝ) (T : ι → ℝ) (I : κ → ℝ) :
    0 < resistance b g T I :=
  Finset.sum_pos (fun _ _ => Real.exp_pos _) Finset.univ_nonempty
```

## (e) The logarithm of the rate

Assume C > 0. Split the logarithm of the rate:

ln r(T, I) = ln C − ln R(T, I)

**Solution.** Both C and R are positive, the latter by part (d), so the logarithm of the quotient is the difference of the logarithms.

From here on, differences of ln r are differences of ln R with the sign reversed, and C drops out of them. Lean's `log` is the natural logarithm.

```lean
/-- For a positive prefactor and nonempty sets of states, the logarithm of the rate is the
logarithm of the prefactor minus that of the resistance. -/
theorem log_turnover {C : ℝ} (hC : 0 < C) (b : ℝ) (g : ι → κ → ℝ) (T : ι → ℝ) (I : κ → ℝ) :
    log (turnover C b g T I) = log C - log (resistance b g T I) :=
  Real.log_div hC.ne' (resistance_pos b g T I).ne'
```

## (f) A one-sided estimate

Let T′ and I′ be the changed energies, and write R′ and r′ for the resistance and the rate computed from them. Assume C > 0 and b > 0, and suppose that no energy difference rises by more than s:

(T′ᵢ − I′ⱼ) − (Tᵢ − Iⱼ) ≤ s for all i and j

Show that the logarithm of the rate falls by at most bs:

ln r − ln r′ ≤ bs

**Solution.** Apply part (c) to each pair, with x = Tᵢ − Iⱼ, x′ = T′ᵢ − I′ⱼ and y = gᵢⱼ. The factor exp(bs) is the same for all pairs, so adding the inequalities gives

R′ ≤ exp(bs) · R

Both sides are positive. Taking logarithms gives

ln R′ ≤ bs + ln R

By part (e), ln r − ln r′ = ln R′ − ln R, and this is at most bs.

In the Lean proof `hS` is the inequality between the resistances, obtained from `Finset.sum_le_sum` and `term_le`. Its logarithm is `hl`. After both rates are rewritten by `log_turnover`, `linarith` obtains the claim from `hl`.

```lean
/-- If no energy difference between a transition state and an intermediate rises by more than
`s`, the logarithm of the rate falls by at most `b s`, for `C, b > 0` and nonempty sets of
states. -/
theorem log_turnover_drop_le {C b : ℝ} (hC : 0 < C) (hb : 0 < b) (g : ι → κ → ℝ)
    {T T' : ι → ℝ} {I I' : κ → ℝ} {s : ℝ}
    (h : ∀ i j, (T' i - I' j) - (T i - I j) ≤ s) :
    log (turnover C b g T I) - log (turnover C b g T' I') ≤ b * s := by
  -- compare the two resistances term by term
  have hS : resistance b g T' I' ≤ exp (b * s) * resistance b g T I := by
    unfold resistance
    rw [Finset.mul_sum]
    exact Finset.sum_le_sum fun p _ => term_le hb _ (h p.1 p.2)
  have hl := Real.log_le_log (resistance_pos b g T' I') hS
  rw [Real.log_mul (Real.exp_pos _).ne' (resistance_pos b g T I).ne', Real.log_exp] at hl
  rw [log_turnover hC b g T I, log_turnover hC b g T' I']
  linarith
```

## (g) The two-sided error bound

Now suppose that each individual energy changes by at most d:

|T′ᵢ − Tᵢ| ≤ d for all i, and |I′ⱼ − Iⱼ| ≤ d for all j

With C > 0 and b > 0, show that

|ln r′ − ln r| ≤ 2bd

**Solution.** The change of an energy difference is

(T′ᵢ − I′ⱼ) − (Tᵢ − Iⱼ) = (T′ᵢ − Tᵢ) − (I′ⱼ − Iⱼ) ≤ d + d = 2d

Part (f) with s = 2d gives ln r − ln r′ ≤ 2bd. The assumptions are symmetric in the old and the new energies, so the same argument with the roles exchanged gives ln r′ − ln r ≤ 2bd. Together these are the claim.

The number of states does not appear in the bound. For computed free energies with a guaranteed tolerance d, which has to cover the errors of the electronic energies and of the thermal contributions together, the rate of this one-cycle model with fixed C and gᵢⱼ is determined up to a factor exp(2bd) in either direction. If d equals the thermal energy 1/b, that factor is e², about 7.4.

The hypotheses `hT` and `hI` are the two tolerances. The inequalities `h1` and `h2` are the two applications of part (f), and `abs_le` joins them into a bound on the absolute value. There is no separate assumption d ≥ 0, because `hT` already implies it when there is a transition state.

```lean
/-- If every transition-state and intermediate energy changes by at most `d`, the logarithm
of the turnover rate changes by at most `2 b d`, for `C, b > 0` and nonempty sets of states. -/
theorem abs_log_turnover_sub_le {C b d : ℝ} (hC : 0 < C) (hb : 0 < b) (g : ι → κ → ℝ)
    {T T' : ι → ℝ} {I I' : κ → ℝ}
    (hT : ∀ i, |T' i - T i| ≤ d) (hI : ∀ j, |I' j - I j| ≤ d) :
    |log (turnover C b g T' I') - log (turnover C b g T I)| ≤ 2 * b * d := by
  have h1 := log_turnover_drop_le hC hb g (T := T) (T' := T') (I := I) (I' := I')
    (s := 2 * d) fun i j => by
      linarith [(abs_le.mp (hT i)).2, (abs_le.mp (hI j)).1]
  have h2 := log_turnover_drop_le hC hb g (T := T') (T' := T) (I := I') (I' := I)
    (s := 2 * d) fun i j => by
      linarith [(abs_le.mp (hT i)).1, (abs_le.mp (hI j)).2]
  rw [abs_le]
  constructor <;> linarith
```

## (h) A change that reaches the bound

Raise every transition state by d and lower every intermediate by d. With C > 0, show that

ln r(T + d, I − d) = ln r(T, I) − 2bd

**Solution.** Use part (a) with a = d and c = −d. Then a − c = 2d, and

R(T + d, I − d) = exp(2bd) · R(T, I)

The logarithm of the resistance rises by 2bd, so by part (e) the logarithm of the rate falls by 2bd.

For d ≥ 0 this change respects the tolerance of part (g), and for b > 0 it reaches the bound there. The constant 2 therefore cannot be lowered, whatever the starting energies are. The identity itself holds for all real b and d.

The Lean proof follows the same route: `h` is the shift rule of part (a) for these two shifts, and `Real.log_mul` with `Real.log_exp` turns its factor into the added term.

```lean
/-- Raising all transition states by `d` and lowering all intermediates by `d` lowers the
logarithm of the rate by exactly `2 b d`, for `C > 0` and nonempty sets of states. -/
theorem log_turnover_opposite_shift {C : ℝ} (hC : 0 < C) (b : ℝ) (g : ι → κ → ℝ)
    (T : ι → ℝ) (I : κ → ℝ) (d : ℝ) :
    log (turnover C b g (fun i => T i + d) (fun j => I j - d))
      = log (turnover C b g T I) - 2 * b * d := by
  have h := resistance_shift b g T I d (-d)
  simp only [← sub_eq_add_neg] at h
  rw [log_turnover hC, log_turnover hC, h,
    Real.log_mul (Real.exp_pos _).ne' (resistance_pos b g T I).ne', Real.log_exp]
  ring
```

## (i) All changes that reach the bound

Keep the assumptions of part (g). Show that the full drop occurs for one set of changes only:

ln r − ln r′ = 2bd if and only if T′ᵢ = Tᵢ + d for all i and I′ⱼ = Iⱼ − d for all j

**Solution.** If the energies change as stated on the right, part (h) gives the drop.

Conversely, assume that the drop is 2bd. By part (e), ln R′ = ln R + 2bd, so

R′ = exp(2bd) · R

Write both sides as sums over pairs. By part (c) with s = 2d, each term on the left is at most the corresponding term on the right. If one of these inequalities were strict, the left sum would be strictly smaller. All terms are therefore equal, and so are their exponents. Cancelling gᵢⱼ and dividing by b gives

T′ᵢ − I′ⱼ = Tᵢ − Iⱼ + 2d for all i and j

This can be rearranged as

(T′ᵢ − Tᵢ) + (Iⱼ − I′ⱼ) = 2d

Each bracket is at most d, so each equals d. To conclude this for a given i, some j is needed to form the pair, and for a given j some i. The nonempty sets supply them.

Every state has to move by the full amount, including those whose terms contribute almost nothing to R. If a single energy changes by less, the drop is smaller than 2bd, though perhaps only slightly. Exchanging the old and the new energies in the statement treats the largest rise: all transition states fall by d and all intermediates rise by d.

In the Lean proof `hS` is first the equality of the resistances. `Finset.sum_eq_sum_iff_of_le` turns it into equality term by term, and `key` is the resulting equation for the energy differences, obtained with `Real.exp_injective` and cancellation of b. `Classical.arbitrary` picks the partner state. The converse direction substitutes the shifted energies and uses `log_turnover_opposite_shift`.

```lean
/-- Among energy changes of at most `d`, the logarithm of the rate drops by the full `2 b d`
exactly when every transition state rises by `d` and every intermediate falls by `d`, for
`C, b > 0` and nonempty sets of states. -/
theorem max_drop_iff {C b d : ℝ} (hC : 0 < C) (hb : 0 < b) (g : ι → κ → ℝ)
    {T T' : ι → ℝ} {I I' : κ → ℝ}
    (hT : ∀ i, |T' i - T i| ≤ d) (hI : ∀ j, |I' j - I j| ≤ d) :
    log (turnover C b g T I) - log (turnover C b g T' I') = 2 * b * d ↔
      (∀ i, T' i = T i + d) ∧ ∀ j, I' j = I j - d := by
  constructor
  · intro h
    rw [log_turnover hC b g T I, log_turnover hC b g T' I'] at h
    have hS : resistance b g T' I' = exp (b * (2 * d)) * resistance b g T I := by
      rw [← Real.exp_log (resistance_pos b g T' I'),
        ← Real.exp_log (resistance_pos b g T I), ← Real.exp_add]
      congr 1
      linarith
    -- equal sums of ordered terms have equal terms
    unfold resistance at hS
    rw [Finset.mul_sum, Finset.sum_eq_sum_iff_of_le (fun p _ => term_le hb _ (by
      linarith [(abs_le.mp (hT p.1)).2, (abs_le.mp (hI p.2)).1]))] at hS
    have key : ∀ i j, T' i - I' j = T i - I j + 2 * d := by
      intro i j
      have e : exp (b * (T' i - I' j) + g i j)
          = exp (b * (2 * d)) * exp (b * (T i - I j) + g i j) :=
        hS (i, j) (Finset.mem_univ _)
      rw [← Real.exp_add] at e
      have e' := Real.exp_injective e
      apply mul_left_cancel₀ hb.ne'
      linarith
    constructor
    · intro i
      have j : κ := Classical.arbitrary κ
      linarith [key i j, (abs_le.mp (hT i)).2, (abs_le.mp (hI j)).1]
    · intro j
      have i : ι := Classical.arbitrary ι
      linarith [key i j, (abs_le.mp (hT i)).2, (abs_le.mp (hI j)).1]
  · rintro ⟨h1, h2⟩
    have e1 : T' = fun i => T i + d := funext h1
    have e2 : I' = fun j => I j - d := funext h2
    rw [e1, e2, log_turnover_opposite_shift hC]
    ring

end

end TurnoverErrorPropagation
```

```lean
#print axioms TurnoverErrorPropagation.turnover_common_shift
#print axioms TurnoverErrorPropagation.abs_log_turnover_sub_le
#print axioms TurnoverErrorPropagation.max_drop_iff
```

```
'TurnoverErrorPropagation.turnover_common_shift' depends on axioms: [propext, Classical.choice, Quot.sound]
'TurnoverErrorPropagation.abs_log_turnover_sub_le' depends on axioms: [propext, Classical.choice, Quot.sound]
'TurnoverErrorPropagation.max_drop_iff' depends on axioms: [propext, Classical.choice, Quot.sound]
```
